# Exchange omitted beyond a Coulomb cutoff: a closed form for exponential profiles and a $1/R^2$ law for metallic tails

Take a radial profile $g(r)=B/r^4$ at distances $r>0$, with $B$ a constant, and discard every Coulomb contribution from beyond a radius $R>0$. The discarded amount is

$$4\pi\int_R^\infty r\,\frac{B}{r^4}\,dr=4\pi B\int_R^\infty\frac{dr}{r^3}=\frac{2\pi B}{R^2}.$$

A slow tail in $g$ thus leaves a slow tail in the cutoff error. The metallic result below says that the same coefficient survives, as a limit, when the tail also oscillates.

In general, $g(r)$ is the spherically symmetric weight that multiplies $1/r$ in the exchange energy, with prefactors and sign absorbed into it. Truncation replaces $1/r$ by zero for $r>R$. In polar coordinates the missing part is

$$T(R)=\int_{|x|>R}\frac{g(|x|)}{|x|}\,d^3x=4\pi\int_R^\infty r\,g(r)\,dr .$$

```lean
import Mathlib

open MeasureTheory Set Filter Topology
open scoped Real

namespace CoulombTruncation

noncomputable section
```

The Lean definition `omittedExchange g R` is the last expression, so the angular integration precedes the formalisation. `Ioi R` is the half-line $r>R$. The definition accepts any real function, and Lean assigns the value zero to a divergent integral; the theorems therefore need hypotheses that secure convergence.

```lean
/-- The exchange omitted by truncation at radius `R`, for the radial profile `g`:
`4π` times the integral of `r g(r)` over `r > R`. -/
def omittedExchange (g : ℝ → ℝ) (R : ℝ) : ℝ := 4 * π * ∫ r in Ioi R, r * g r
```

## A positive decay rate and a nonnegative radius

Let $g(r)=A e^{-2kr}$, with $A$ any real number. This is a simple model of a gapped system whose density matrix decays as $e^{-kr}$; the exchange weight contains its square. The function

$$F(r)=-\frac{(1+2kr)\,e^{-2kr}}{4k^2}$$

has derivative

$$F'(r)=-\frac{2k-2k(1+2kr)}{4k^2}\,e^{-2kr}=r\,e^{-2kr}.$$

Since $k>0$, $F$ vanishes at infinity, and the integral from $R$ is $-F(R)$. Hence

$$T(R)=\frac{\pi A(1+2kR)e^{-2kR}}{k^2}.$$

The hypothesis `hk : 0 < k` says that the profile decays. For $k\le 0$ and $A\ne0$ the integral diverges. In the proof, `hd` is the derivative of $F$, and `ht` is its limit at infinity, which needs $k>0$.

The hypothesis `hR : 0 ≤ R` says that $R$ is a radius. The calculation by hand doesn't need it, but the integration lemma in the proof asks for a nonnegative integrand, and $r e^{-2kr}$ is nonnegative for $r\ge0$. The constant $A$ is taken outside first, so its sign is free.

```lean
/-- For the profile `A exp(-2kr)` with `k > 0` and a cutoff `R ≥ 0`, the omitted exchange is
`π A (1 + 2kR) exp(-2kR) / k²`. -/
theorem omittedExchange_exponential (A : ℝ) {k R : ℝ} (hk : 0 < k) (hR : 0 ≤ R) :
    omittedExchange (fun r => A * Real.exp (-(2 * k * r))) R
      = π * A * (1 + 2 * k * R) * Real.exp (-(2 * k * R)) / k ^ 2 := by
  have hd : ∀ x ∈ Ici R, HasDerivAt
      (fun r => -(1 + 2 * k * r) * Real.exp (-(2 * k * r)) / (4 * k ^ 2))
      (x * Real.exp (-(2 * k * x))) x := by
    intro x _
    have h1 : HasDerivAt (fun r => 2 * k * r) (2 * k) x := by
      simpa using (hasDerivAt_id x).const_mul (2 * k)
    refine (((h1.const_add 1).fun_neg.fun_mul h1.fun_neg.exp).div_const _).congr_deriv ?_
    rw [div_eq_iff (by positivity)]
    ring
  have ht : Tendsto (fun r => -(1 + 2 * k * r) * Real.exp (-(2 * k * r)) / (4 * k ^ 2))
      atTop (𝓝 0) := by
    have h := fun n => (Real.tendsto_pow_mul_exp_neg_atTop_nhds_zero n).comp
      (tendsto_id.const_mul_atTop (show 0 < 2 * k by positivity))
    have h2 := ((h 0).add (h 1)).const_mul (-(4 * k ^ 2)⁻¹)
    rw [add_zero, mul_zero] at h2
    exact h2.congr (fun r => by simp only [Function.comp, id]; ring)
  have hI := integral_Ioi_of_hasDerivAt_of_nonneg' hd
    (fun x hx => mul_nonneg (hR.trans (le_of_lt hx)) (Real.exp_pos _).le) ht
  simp only [omittedExchange, mul_left_comm _ A]
  rw [integral_const_mul, hI]
  ring
```

At $R=0$ everything is omitted, and $T(0)=\pi A/k^2$. For $A\neq 0$ the omitted fraction is therefore $(1+2kR)e^{-2kR}$. At $kR=1$ it is $3e^{-2}\approx0.41$; at $kR=5$ it is $11e^{-10}\approx5.0\times10^{-4}$; at $kR=10$ it is $21e^{-20}\approx4.3\times10^{-8}$. For the profile $B/r^4$, doubling $R$ only divides the omitted exchange by four.

## Continuity away from the origin

The metallic theorem, `omittedExchange_metal`, concerns a profile for which $r^4g(r)$ approaches $B+C\cos(2qr+\varphi)$, where $C$ and $\varphi$ are real constants and $q>0$ is a wavevector. It concludes that $R^2T(R)\to2\pi B$. Its first hypothesis, `hg`, is that $g$ is continuous on $r>0$. Physically, the profile has no jumps at finite separation; its behaviour at the origin is left free.

By hand, continuity ensures that the integrals make sense. If $f$ is continuous and $|f(r)|\le M$ for $r>R>0$, then

$$\left|\int_R^\infty\frac{f(r)}{r^3}\,dr\right|\le M\int_R^\infty\frac{dr}{r^3}=\frac{M}{2R^2}.$$

Without any regularity, $g$ could be non-measurable at large $r$ and still satisfy the asymptotic condition, and the integral would have no meaning. What that example rules out is dropping measurability at large $r$; continuity is a stronger and physically natural assumption.

The derivative in `inv_sq_deriv` supplies the primitive $-1/(2r^2)$ of $1/r^3$. The lemma `bounded_tail` then gives both integrability and the estimate, with continuity providing measurability and $M/r^3$ serving as the dominating function.

```lean
/-- Away from the origin, the derivative of `1/r²` is `-2/r³`. -/
theorem inv_sq_deriv {x : ℝ} (hx : x ≠ 0) :
    HasDerivAt (fun r : ℝ => (r ^ 2)⁻¹) (-2 * (x ^ 3)⁻¹) x := by
  refine HasDerivAt.congr_deriv ((hasDerivAt_pow 2 x).inv (pow_ne_zero 2 hx)) ?_
  simp only [Nat.cast_ofNat, Nat.reduceSub, pow_one]
  field_simp

/-- If `f` is continuous on `r > 0` and bounded by `M` beyond `R > 0`, then `f(r)/r³` is
integrable beyond `R`, with an integral of magnitude at most `M/(2R²)`. -/
theorem bounded_tail {f : ℝ → ℝ} {M R : ℝ} (hR : 0 < R) (hf : ContinuousOn f (Ioi 0))
    (hM : ∀ r, R < r → |f r| ≤ M) :
    IntegrableOn (fun r => f r * (r ^ 3)⁻¹) (Ioi R) ∧
      |∫ r in Ioi R, f r * (r ^ 3)⁻¹| ≤ M * ((R ^ 2)⁻¹ / 2) := by
  have hd : ∀ x ∈ Ici R, HasDerivAt (fun r : ℝ => -1 / 2 * (r ^ 2)⁻¹) ((x ^ 3)⁻¹) x :=
    fun x hx => ((inv_sq_deriv (hR.trans_le hx).ne').const_mul (-1 / 2)).congr_deriv (by ring)
  have hP : Tendsto (fun r : ℝ => (r ^ 2)⁻¹) atTop (𝓝 0) :=
    (tendsto_pow_atTop (α := ℝ) two_ne_zero).inv_tendsto_atTop
  have ht : Tendsto (fun r : ℝ => -1 / 2 * (r ^ 2)⁻¹) atTop (𝓝 0) := by
    simpa only [mul_zero] using hP.const_mul (-1 / 2)
  have hp : ∀ x ∈ Ioi R, 0 ≤ (x ^ 3)⁻¹ := fun x hx =>
    inv_nonneg.mpr (pow_nonneg (hR.trans hx).le _)
  have hi := Integrable.const_mul (integrableOn_Ioi_deriv_of_nonneg' hd hp ht) M
  have hb : ∀ᵐ r ∂volume.restrict (Ioi R), ‖f r * (r ^ 3)⁻¹‖ ≤ M * (r ^ 3)⁻¹ := by
    refine (ae_restrict_iff' measurableSet_Ioi).mpr (ae_of_all _ fun r hr => ?_)
    rw [norm_mul, Real.norm_of_nonneg (hp r hr), Real.norm_eq_abs]
    exact mul_le_mul_of_nonneg_right (hM r hr) (hp r hr)
  have hc : ContinuousOn (fun r => f r * (r ^ 3)⁻¹) (Ioi R) :=
    (hf.mono (Ioi_subset_Ioi hR.le)).mul
      ((continuous_pow 3).continuousOn.inv₀ fun r hr => pow_ne_zero _ (hR.trans hr).ne')
  refine ⟨Integrable.mono' hi (hc.aestronglyMeasurable measurableSet_Ioi) hb, ?_⟩
  have h := norm_integral_le_of_norm_le hi hb
  rw [integral_const_mul, integral_Ioi_of_hasDerivAt_of_nonneg' hd hp ht,
    Real.norm_eq_abs] at h
  exact h.trans_eq (by ring)
```

## A wavevector that makes the tail oscillate

The hypothesis `hq : 0 < q` says that the cosine really oscillates. In a metal with a spherical Fermi surface, $q$ is the Fermi wavevector, and $2q$ appears because the density matrix is squared.

By hand, it allows an integration by parts. With $\theta(r)=2qr+\varphi$,

$$\frac{d}{dr}\left[\frac{C}{2q}\frac{\sin\theta(r)}{r^3}-\frac{B}{2r^2}\right]=\frac{u(r)}{r^3},$$

$$u(r)=B+C\cos\theta(r)-\frac{3C}{2q}\frac{\sin\theta(r)}{r}.$$

The bracket vanishes at infinity, so

$$R^2\int_R^\infty\frac{u(r)}{r^3}\,dr=\frac B2-\frac{C}{2q}\frac{\sin\theta(R)}{R}\longrightarrow\frac B2 .$$

The oscillation has lost one power of $R$ relative to the constant. If $q=0$, the cosine is the constant $\cos\varphi$ and the limit becomes $2\pi(B+C\cos\varphi)$, which differs from $2\pi B$ whenever $C\cos\varphi\neq0$. That example requires only $q\ne0$; a negative $q$ amounts to changing the sign of $\varphi$.

The lemma `sin_div_tendsto` proves that $\sin(ar+\varphi)/r\to0$ for any real $a$, by comparison with $1/|r|$.

```lean
/-- The oscillation `sin(ar + φ)/r` dies out at large `r`. -/
theorem sin_div_tendsto (a φ : ℝ) :
    Tendsto (fun r => Real.sin (a * r + φ) * r⁻¹) atTop (𝓝 0) := by
  refine squeeze_zero_norm (a := fun r : ℝ => |r⁻¹|) (fun r => ?_)
    (by simpa only [abs_zero] using (tendsto_inv_atTop_zero (𝕜 := ℝ)).abs)
  rw [Real.norm_eq_abs, abs_mul]
  exact mul_le_of_le_one_left (abs_nonneg _) (Real.abs_sin_le_one _)
```

## An asymptotic form with a vanishing remainder

The hypothesis `h` says that $r^4g(r)-(B+C\cos\theta(r))\to0$. It models the long-range exchange weight of a metal with a single sharp, spherical Fermi surface: an inverse-fourth-power envelope, a mean coefficient $B$ and a single oscillation. It is assumed for a general $g$, and derived below for free electrons.

Put $e(r)=r^4g(r)-u(r)$. The sine term in $u$ vanishes at large $r$, so $e(r)\to0$ as well. Since $r\,g(r)=[e(r)+u(r)]/r^3$, only the integral of $e/r^3$ remains. Given $\varepsilon>0$, choose $N$ with $|e(r)|\le\varepsilon$ for $r\ge N$. For positive $R\ge N$ the tail estimate gives

$$R^2\left|\int_R^\infty\frac{e(r)}{r^3}\,dr\right|\le\frac{\varepsilon}{2}.$$

This contribution therefore tends to zero, and $R^2T(R)\to4\pi\cdot B/2=2\pi B$.

Mere boundedness of $r^4g$ would not give a limit. A mathematical example, whose changes of sign rule it out as a physical exchange weight, is $r^4g(r)=\cos(\ln r)$, for which

$$R^2T(R)=\frac{4\pi}{5}\bigl[2\cos(\ln R)-\sin(\ln R)\bigr],$$

which oscillates forever.

In the proof, `he` is the statement $e(r)\to0$ and `hD` is the $\varepsilon$ estimate. For large $R$, `i1` and `i2` establish integrability of the two parts, `hd` checks the derivative displayed earlier (`hqq` is where $q\neq0$ enters), and `hI` evaluates the integral of $u/r^3$. The identity `hsplit` joins the parts.

```lean
/-- Let `g` be continuous on `r > 0`, and let `r⁴ g(r)` approach `B + C cos(2qr + φ)` at large
`r`, with `q > 0`. Then `R²` times the omitted exchange tends to `2πB`. -/
theorem omittedExchange_metal {g : ℝ → ℝ} {B C q φ : ℝ} (hg : ContinuousOn g (Ioi 0))
    (hq : 0 < q)
    (h : Tendsto (fun r => r ^ 4 * g r - (B + C * Real.cos (2 * q * r + φ))) atTop (𝓝 0)) :
    Tendsto (fun R => R ^ 2 * omittedExchange g R) atTop (𝓝 (2 * π * B)) := by
  have h0 := sin_div_tendsto (2 * q) φ
  have hw := h0.const_mul (3 * C / (2 * q))
  have hs := (h0.const_mul (C / (2 * q))).sub_const (B / 2)
  rw [mul_zero] at hw hs
  -- `u(r)/r³` has an explicit primitive and carries the leading tail
  set u : ℝ → ℝ := fun r => B + C * Real.cos (2 * q * r + φ)
    - 3 * C / (2 * q) * (Real.sin (2 * q * r + φ) * r⁻¹) with hu
  have he : Tendsto (fun r => r ^ 4 * g r - u r) atTop (𝓝 0) := by
    have h1 := h.add hw
    rw [add_zero] at h1
    exact h1.congr (fun r => by simp only [hu]; ring)
  have huc : ContinuousOn u (Ioi 0) := by
    have hinv : ContinuousOn (fun r : ℝ => r⁻¹) (Ioi 0) :=
      continuousOn_id.inv₀ fun r hr => (show (0 : ℝ) < r from hr).ne'
    exact ContinuousOn.sub (by fun_prop) (continuousOn_const.mul
      (ContinuousOn.mul (by fun_prop) hinv))
  have hec : ContinuousOn (fun r => r ^ 4 * g r - u r) (Ioi 0) :=
    ((continuous_pow 4).continuousOn.mul hg).sub huc
  have hsmall : ∀ ε > 0, ∃ N : ℝ, ∀ r, N ≤ r → |r ^ 4 * g r - u r| ≤ ε := by
    intro ε hε
    obtain ⟨N, hN⟩ := Metric.tendsto_atTop.mp he ε hε
    exact ⟨N, fun r hr => by simpa only [Real.dist_eq, sub_zero] using (hN r hr).le⟩
  -- the remainder contributes less than order `1/R²`
  have hD : Tendsto (fun R : ℝ => R ^ 2 * ∫ r in Ioi R, (r ^ 4 * g r - u r) * (r ^ 3)⁻¹)
      atTop (𝓝 0) := by
    rw [Metric.tendsto_atTop]
    intro ε hε
    obtain ⟨N, hN⟩ := hsmall ε hε
    refine ⟨max N 1, fun R hR => ?_⟩
    have hR0 : 0 < R := one_pos.trans_le ((le_max_right N 1).trans hR)
    have hb := (bounded_tail hR0 hec
      (fun r hr => hN r (((le_max_left N 1).trans hR).trans hr.le))).2
    have h1 : R ^ 2 * (R ^ 2)⁻¹ = 1 := mul_inv_cancel₀ (by positivity)
    rw [Real.dist_eq, sub_zero, abs_mul, abs_of_pos (show 0 < R ^ 2 by positivity)]
    calc _ ≤ R ^ 2 * (ε * ((R ^ 2)⁻¹ / 2)) := mul_le_mul_of_nonneg_left hb (by positivity)
      _ = ε / 2 := by linear_combination ε / 2 * h1
      _ < ε := half_lt_self hε
  have hlim := (hD.sub hs).const_mul (4 * π)
  rw [show 4 * π * (0 - (0 - B / 2)) = 2 * π * B by ring] at hlim
  refine hlim.congr' ?_
  obtain ⟨N, hN⟩ := hsmall 1 one_pos
  obtain ⟨K, hK⟩ := Metric.tendsto_atTop.mp hw 1 one_pos
  filter_upwards [eventually_gt_atTop 0, eventually_ge_atTop N, eventually_ge_atTop K]
    with R hR hRN hRK
  have i1 := (bounded_tail hR hec (fun r hr => hN r (hRN.trans hr.le))).1
  have i2 : IntegrableOn (fun r => u r * (r ^ 3)⁻¹) (Ioi R) := by
    refine (bounded_tail (M := |B| + |C| + 1) hR huc (fun r hr => ?_)).1
    have h1 : ‖C * Real.cos (2 * q * r + φ)‖ ≤ |C| := by
      rw [Real.norm_eq_abs, abs_mul]
      exact mul_le_of_le_one_right (abs_nonneg _) (Real.abs_cos_le_one _)
    have h2 := (hK r (hRK.trans hr.le)).le
    rw [dist_zero_right] at h2
    exact (norm_sub_le _ _).trans
      (add_le_add ((norm_add_le _ _).trans (add_le_add le_rfl h1)) h2)
  have hd : ∀ x ∈ Ici R, HasDerivAt (fun r =>
      (C / (2 * q) * (Real.sin (2 * q * r + φ) * r⁻¹) - B / 2) * (r ^ 2)⁻¹)
      (u x * (x ^ 3)⁻¹) x := by
    intro x hx
    have hx0 : x ≠ 0 := (hR.trans_le hx).ne'
    have h1 : HasDerivAt (fun r => 2 * q * r + φ) (2 * q) x := by
      simpa using ((hasDerivAt_id x).const_mul (2 * q)).add_const φ
    refine ((((h1.sin.fun_mul (hasDerivAt_inv hx0)).const_mul (C / (2 * q))).sub_const
      (B / 2)).fun_mul (inv_sq_deriv hx0)).congr_deriv ?_
    have hqq : q * q⁻¹ = 1 := mul_inv_cancel₀ hq.ne'
    simp only [hu]
    linear_combination (C * Real.cos (2 * q * x + φ) * (x ^ 3)⁻¹) * hqq
  have hP : Tendsto (fun r : ℝ => (r ^ 2)⁻¹) atTop (𝓝 0) :=
    (tendsto_pow_atTop (α := ℝ) two_ne_zero).inv_tendsto_atTop
  have hI := integral_Ioi_of_hasDerivAt_of_tendsto' hd i2
    (by simpa only [mul_zero] using hs.mul hP)
  have hsplit : ∫ r in Ioi R, r * g r
      = ∫ r in Ioi R, ((r ^ 4 * g r - u r) * (r ^ 3)⁻¹ + u r * (r ^ 3)⁻¹) := by
    refine setIntegral_congr_fun measurableSet_Ioi (fun r hr => ?_)
    have h1 : r ^ 3 * (r ^ 3)⁻¹ = 1 := mul_inv_cancel₀ (pow_ne_zero 3 (hR.trans hr).ne')

    linear_combination (-(r * g r)) * h1
  rw [omittedExchange, hsplit, integral_add i1 i2, hI]
  have h1 : R ^ 2 * (R ^ 2)⁻¹ = 1 := mul_inv_cancel₀ (by positivity)
  linear_combination
    (4 * π * (C / (2 * q) * (Real.sin (2 * q * R + φ) * R⁻¹) - B / 2)) * h1
```

If $r^4g(r)$ itself tends to $B$, the cosine is unnecessary. The proof sets $C=0$ and picks $q=1$, $\varphi=0$, whose values then have no effect.

```lean
/-- If `g` is continuous on `r > 0` and `r⁴ g(r)` tends to `B`, then `R²` times the omitted
exchange tends to `2πB`. -/
theorem omittedExchange_inverse_fourth {g : ℝ → ℝ} {B : ℝ} (hg : ContinuousOn g (Ioi 0))
    (h : Tendsto (fun r => r ^ 4 * g r) atTop (𝓝 B)) :
    Tendsto (fun R => R ^ 2 * omittedExchange g R) atTop (𝓝 (2 * π * B)) := by
  refine omittedExchange_metal (C := 0) (q := 1) (φ := 0) hg one_pos ?_
  simpa using h.sub_const B
```

## Free electrons satisfy the oscillating condition

With $x=qr$, the profile of free electrons at zero temperature is $g(r)=A[(\sin x-x\cos x)/x^3]^2$. It tends to $A/9$ as $r\to0$. Expanding the square gives

$$r^4g(r)=\frac{A}{q^4}\left(\cos x-\frac{\sin x}{x}\right)^2$$

$$=\frac{A}{2q^4}(1+\cos2x)+\frac{A}{q^4}\left(\frac{\sin^2x}{x^2}-\frac{\sin2x}{x}\right).$$

The last bracket tends to zero, so $B=C=A/(2q^4)$, $\varphi=0$, and $R^2T(R)\to\pi A/q^4$. The constant $A$ itself depends on $q$: for the exchange energy per volume of the unpolarised gas, in Hartree atomic units, $A=-q^6/(4\pi^4)$, and the limit is $-q^2/(4\pi^3)$. For $A\neq0$, $r^4g(r)$ has no limit, which is why the oscillating version is needed here. Positivity of $q$ keeps the denominator nonzero for $r>0$ and feeds `hq`. In the proof, `hl` is the limit of the last bracket times $A/q^4$, and the double-angle formulas match it to the hypothesis.

```lean
/-- For the free-electron profile `A ((sin x - x cos x)/x³)²`, where `x = qr` and the Fermi
wavevector `q` is positive, `R²` times the omitted exchange tends to `πA/q⁴`. -/
theorem omittedExchange_freeElectron (A : ℝ) {q : ℝ} (hq : 0 < q) :
    Tendsto (fun R => R ^ 2 * omittedExchange (fun r =>
      A * ((Real.sin (q * r) - q * r * Real.cos (q * r)) / (q * r) ^ 3) ^ 2) R)
      atTop (𝓝 (π * A / q ^ 4)) := by
  rw [show π * A / q ^ 4 = 2 * π * (A / (2 * q ^ 4)) by ring]
  refine omittedExchange_metal (C := A / (2 * q ^ 4)) (q := q) (φ := 0) ?_ hq ?_
  · refine continuousOn_const.mul ((ContinuousOn.div (by fun_prop) (by fun_prop) ?_).pow 2)
    exact fun r hr => pow_ne_zero 3 (mul_pos hq hr).ne'
  · have hl := ((((sin_div_tendsto q 0).pow 2).div_const (q ^ 2)).sub
      ((sin_div_tendsto (2 * q) 0).div_const q)).const_mul (A / q ^ 4)
    rw [show A / q ^ 4 * ((0 : ℝ) ^ 2 / q ^ 2 - 0 / q) = 0 by ring] at hl
    refine hl.congr' ?_
    filter_upwards [eventually_gt_atTop 0] with r hr
    -- the squared cosine is a constant plus an oscillation at twice the wavevector
    rw [show 2 * q * r + 0 = 2 * (q * r) by ring, add_zero, Real.cos_two_mul,
      Real.sin_two_mul]
    generalize Real.sin (q * r) = s
    generalize Real.cos (q * r) = c
    field_simp
    ring

end

end CoulombTruncation
```

```lean
#print axioms CoulombTruncation.omittedExchange_exponential
#print axioms CoulombTruncation.omittedExchange_inverse_fourth
#print axioms CoulombTruncation.omittedExchange_freeElectron
```

```
'CoulombTruncation.omittedExchange_exponential' depends on axioms: [propext, Classical.choice, Quot.sound]
'CoulombTruncation.omittedExchange_inverse_fourth' depends on axioms: [propext, Classical.choice, Quot.sound]
'CoulombTruncation.omittedExchange_freeElectron' depends on axioms: [propext, Classical.choice, Quot.sound]
```

For exact exchange with a spherically truncated Coulomb kernel, these fixed, spherically symmetric model profiles indicate how the cutoff error falls with $R$: exponentially, up to a linear factor, for the gapped model, and as $1/R^2$ for the non-interacting electron gas at zero temperature. Any change in $g$ that a self-consistent calculation might produce under truncation is left out of the model.
